# A self-adjoint Hamiltonian stays self-adjoint when a real energy is added on one basis state

A quantum system has finitely many basis states, and its driver Hamiltonian H(t) is self-adjoint at every time t. The declaration `searchHamiltonian_selfAdjoint` says that H(t) + E|w⟩⟨w| is then self-adjoint at every t too, for any real energy E and any basis state w. Nothing is assumed about how H(t) depends on time. The attempt first shows that the projector |w⟩⟨w| is self-adjoint, by computing its matrix elements. It then wants to conclude from two general rules, that a self-adjoint operator times a real number is self-adjoint and that a sum of two self-adjoint operators is so as well.

The first attempt, which Lean rejects:

```lean
import Mathlib

open scoped ComplexConjugate

namespace SearchHamiltonianSelfAdjoint

noncomputable section

variable {ι : Type*} [Fintype ι]

/-- State vectors of a system whose basis states are labelled by `ι`. -/
abbrev State (ι : Type*) [Fintype ι] := EuclideanSpace ℂ ι

/-- Linear operators on the state space. -/
abbrev Op (ι : Type*) [Fintype ι] := State ι →L[ℂ] State ι

variable [DecidableEq ι]

/-- The projector `|w><w|` onto the basis state `w`. -/
def mark (w : ι) : Op ι :=
  (innerSL ℂ (EuclideanSpace.single w (1 : ℂ))).smulRight (EuclideanSpace.single w (1 : ℂ))

/-- The driver `H(t)` with the energy `E` added on the marked state `w`. -/
def searchHamiltonian (H : ℝ → Op ι) (E : ℝ) (w : ι) : ℝ → Op ι :=
  fun t => H t + (E : ℂ) • mark w

/-- Matrix elements of the projector: `<x, P_w y> = conj x(w) y(w)`. -/
theorem inner_mark (w : ι) (x y : State ι) : inner ℂ x (mark w y) = conj (x w) * y w := by
  change inner ℂ x (inner ℂ (EuclideanSpace.single w (1 : ℂ)) y •
    EuclideanSpace.single w (1 : ℂ)) = _
  rw [inner_smul_right, EuclideanSpace.inner_single_left, EuclideanSpace.inner_single_right,
    map_one, one_mul, one_mul, mul_comm]

/-- For a Hermitian driver and real `E`, the search Hamiltonian is Hermitian. -/
theorem searchHamiltonian_selfAdjoint {H : ℝ → Op ι} (hH : ∀ t, IsSelfAdjoint (H t))
    (E : ℝ) (w : ι) (t : ℝ) : IsSelfAdjoint (searchHamiltonian H E w t) := by
  have hm : IsSelfAdjoint (mark w) := by
    refine ContinuousLinearMap.isSelfAdjoint_iff_isSymmetric.2 fun x y => ?_
    change inner ℂ (mark w x) y = inner ℂ x (mark w y)
    rw [← inner_conj_symm, inner_mark, inner_mark, map_mul, Complex.conj_conj, mul_comm]
  have hE : IsSelfAdjoint (E : ℂ) := Complex.conj_ofReal E
  exact (hH t).add (hE.smul hm)

end

end SearchHamiltonianSelfAdjoint
```

Messages:

```
Main.lean:42:28: error: Application type mismatch: The argument
  hm
has type
  @IsSelfAdjoint (Op ι) ContinuousLinearMap.instStarId (mark w)
but is expected to have type
  @IsSelfAdjoint ?m.100 StarAddMonoid.toInvolutiveStar.toStar ?m.106
in the application
  IsSelfAdjoint.smul hE hm
```

Cause. The error is about how Lean finds the adjoint, and the mathematics of the attempt is sound. In `hm` the adjoint is the star operation `ContinuousLinearMap.instStarId`. The lemma `IsSelfAdjoint.smul` expects a star that comes out of a `StarAddMonoid` structure, and when Lean checks `hm` the type of the operators is still open, as the placeholder `?m.100` shows. Lean fails to match the two forms, so it rejects `hm` as an argument.

The repair does without `IsSelfAdjoint.smul`. It uses `ContinuousLinearMap.isSelfAdjoint_iff_isSymmetric` on the whole goal at the start, which leaves an equation between inner products, where no star on operators has to be matched. The facts about H(t) and the projector become equations of the same kind, `hs` and `hm`, the latter with its old `rw` proof. The `change` writes out the sum, and the last `rw` expands both sides, removes the conjugate from the real number E with `Complex.conj_ofReal`, and finishes with `hs` and `hm`.

The change, after which it compiles:

```diff
@@ -35,10 +35,11 @@
 theorem searchHamiltonian_selfAdjoint {H : ℝ → Op ι} (hH : ∀ t, IsSelfAdjoint (H t))
     (E : ℝ) (w : ι) (t : ℝ) : IsSelfAdjoint (searchHamiltonian H E w t) := by
-  have hm : IsSelfAdjoint (mark w) := by
-    refine ContinuousLinearMap.isSelfAdjoint_iff_isSymmetric.2 fun x y => ?_
-    change inner ℂ (mark w x) y = inner ℂ x (mark w y)
+  refine ContinuousLinearMap.isSelfAdjoint_iff_isSymmetric.2 fun x y => ?_
+  have hs : inner ℂ (H t x) y = inner ℂ x (H t y) := (hH t).isSymmetric x y
+  have hm : inner ℂ (mark w x) y = inner ℂ x (mark w y) := by
     rw [← inner_conj_symm, inner_mark, inner_mark, map_mul, Complex.conj_conj, mul_comm]
-  have hE : IsSelfAdjoint (E : ℂ) := Complex.conj_ofReal E
-  exact (hH t).add (hE.smul hm)
+  change inner ℂ (H t x + (E : ℂ) • mark w x) y = inner ℂ x (H t y + (E : ℂ) • mark w y)
+  rw [inner_add_left, inner_add_right, inner_smul_left, inner_smul_right,
+    Complex.conj_ofReal, hs, hm]
 
 end
```
